# Half-infinite chain with unit hopping, end-site energy e and end-bond hopping v: a bound state with E > 2 exists exactly when e + v² > 2

## Question

Take a tight-binding chain with sites n = 0, 1, 2, …. Energies are in units of the bulk hopping and measured from the bulk site energy, so the band is −2 ≤ E ≤ 2. The end site has energy e and couples to site 1 by the hopping v, both real. A bound state is a nonzero, square-summable real sequence u with

E u_0 = e u_0 + v u_1
E u_1 = v u_0 + u_2
E u_n = u_(n−1) + u_(n+1) for n ≥ 2.

I believe that one with E > 2 exists if and only if e + v² > 2. Can this be made rigorous and machine-checked?

## Answer

Yes, and v = 0 need not be excluded: the end site is then isolated, and the condition reads e > 2.

### From decaying amplitudes to the threshold

For E > 2, put z = (E − √(E² − 4))/2. Then 0 < z < 1 and E = z + 1/z. Define, for n ≥ 0,

d_n = u_(n+2) − z u_(n+1).

The bulk equation at site n + 2 gives

d_(n+1) = (E − z) u_(n+2) − u_(n+1) = d_n / z,

so d_0 = zⁿ d_n. Square-summability forces u_n → 0, hence d_n → 0 and d_0 = 0. Every d_n therefore vanishes, and u_(n+2) = z u_(n+1). The equation at site 1 becomes (E − z) u_1 = v u_0, that is, u_1 = v z u_0. Thus

u_n = v u_0 zⁿ for n ≥ 1.

If u_0 were zero, all of u would vanish. Dividing the end-site equation by u_0 gives the secular equation

E − e = v² z.

It follows that e + v² = E + v²(1 − z) ≥ E > 2.

Conversely, suppose e + v² > 2 and consider

p(z) = 1 − e z + (1 − v²) z².

Since p(0) = 1 and p(1) = 2 − e − v² < 0, p has a root z in (0, 1). Set E = z + 1/z, which exceeds 2 because E − 2 = (1 − z)²/z. Dividing p(z) = 0 by z recovers the secular equation. The amplitudes u_0 = 1 and u_n = v zⁿ for n ≥ 1 then satisfy all the site equations, and their squares have a finite geometric sum. The squared norm is 1 + v² z²/(1 − z²), so the normalised state has weight (1 − z²)/(1 − z² + v² z²) on the end site.

The energy above the band is unique. If z and w, both in (0, 1), solve the secular equation with their respective energies z + 1/z and w + 1/w, subtraction gives

(z − w)(z w − 1 − v² z w) = 0,

and the second factor is negative because 0 < z w < 1.

Replacing u_n by (−1)ⁿ u_n turns a solution for (e, E) into one for (−e, −E). A state with E < −2 therefore exists exactly when v² − e > 2, and states exist on both sides exactly when |e| < v² − 2.

### What the Lean statements say

`IsBoundState e v E u` bundles the three site equations with `u ≠ 0` and summability of the squares. Its field `bulk` is indexed from zero, so `n` there refers to site n + 2. In `exists_above_band_iff`, `e` and `v` are arbitrary reals, and the left side asserts that some energy `E` and sequence `u` exist with `2 < E`. `edgeState v z` is the unnormalised state above.

The band enters only through the inequalities on E: no Hamiltonian operator or continuous spectrum is constructed, and energies with |E| ≤ 2 are not treated. For non-interacting electrons with one orbital per site, the theorem tells when an end orbital, such as a simple adsorbate level, splits off a discrete level above the band.

```lean
import Mathlib

open Filter Topology

namespace ChainEndImpurity

/-- A nonzero square-summable real state `u` of energy `E` on a half-infinite chain with unit
hopping, whose end site has energy `e` and is coupled to the chain by the hopping `v`. -/
structure IsBoundState (e v E : ℝ) (u : ℕ → ℝ) : Prop where
  nonzero : u ≠ 0
  summable : Summable fun n => u n ^ 2
  site0 : E * u 0 = e * u 0 + v * u 1
  site1 : E * u 1 = v * u 0 + u 2
  bulk : ∀ n, E * u (n + 2) = u (n + 1) + u (n + 3)

/-- The state with amplitude `1` on the end site and `v z ^ n` on each site `n ≥ 1`. -/
def edgeState (v z : ℝ) : ℕ → ℝ
  | 0 => 1
  | n + 1 => v * z ^ (n + 1)

/-- Every energy above the band can be written as `z + 1/z` with a decay factor `0 < z < 1`. -/
theorem exists_decay_factor {E : ℝ} (hE : 2 < E) :
    ∃ z : ℝ, 0 < z ∧ z < 1 ∧ E = z + z⁻¹ := by
  have hs : Real.sqrt (E ^ 2 - 4) ^ 2 = E ^ 2 - 4 := Real.sq_sqrt (by nlinarith)
  have hs0 := Real.sqrt_nonneg (E ^ 2 - 4)
  generalize Real.sqrt (E ^ 2 - 4) = s at hs hs0
  have h1 : s < E := by nlinarith
  have h2 : E - 2 < s := by nlinarith
  have hz : 0 < (E - s) / 2 := by linarith
  refine ⟨(E - s) / 2, hz, by linarith, ?_⟩
  have hq : E * ((E - s) / 2) = ((E - s) / 2) ^ 2 + 1 := by nlinarith
  generalize (E - s) / 2 = z at hz hq
  have hi : z * z⁻¹ = 1 := mul_inv_cancel₀ hz.ne'
  linear_combination z⁻¹ * hq + (z - E) * hi

/-- A bound state of energy `z + 1/z`, with `0 < z < 1`, has amplitude `v u₀ z ^ n` on every
site `n ≥ 1`. -/
theorem IsBoundState.profile {e v E z : ℝ} {u : ℕ → ℝ} (h : IsBoundState e v E u)
    (hz0 : 0 < z) (hz1 : z < 1) (hE : E = z + z⁻¹) (n : ℕ) :
    u (n + 1) = v * u 0 * z ^ (n + 1) := by
  have hi : z * z⁻¹ = 1 := mul_inv_cancel₀ hz0.ne'
  have hEz : E * z = z ^ 2 + 1 := by rw [hE]; linear_combination hi
  -- `d` measures the growing part of the solution
  obtain ⟨d, hd⟩ : ∃ d : ℕ → ℝ, ∀ n, d n = u (n + 2) - z * u (n + 1) :=
    ⟨_, fun _ => rfl⟩
  have step : ∀ n, d n = z * d (n + 1) := by
    intro n
    rw [hd n, hd (n + 1)]
    show u (n + 2) - z * u (n + 1) = z * (u (n + 3) - z * u (n + 2))
    linear_combination z * h.bulk n - u (n + 2) * hEz
  have iter : ∀ n, d 0 = z ^ n * d n := by
    intro n
    induction n with
    | zero => simp
    | succ k ih => rw [ih, step k]; ring
  -- square-summability makes the amplitudes, hence `d`, tend to zero
  have habs : Tendsto (fun n => |u n|) atTop (𝓝 0) := by
    have t := h.summable.tendsto_atTop_zero.sqrt
    simpa [Real.sqrt_sq_eq_abs] using t
  have hu : Tendsto u atTop (𝓝 0) := (tendsto_zero_iff_abs_tendsto_zero _).2 habs
  have td : Tendsto d atTop (𝓝 0) := by
    have t := (hu.comp (tendsto_add_atTop_nat 2)).sub
      ((hu.comp (tendsto_add_atTop_nat 1)).const_mul z)
    rw [mul_zero, sub_zero] at t
    rw [show d = fun n => u (n + 2) - z * u (n + 1) from funext hd]
    exact t
  have d0 : d 0 = 0 := by
    have t : Tendsto (fun n : ℕ => z ^ n * d n) atTop (𝓝 (0 * 0)) :=
      (tendsto_pow_atTop_nhds_zero_of_lt_one hz0.le hz1).mul td
    have hc : (fun n : ℕ => z ^ n * d n) = fun _ => d 0 := funext fun n => (iter n).symm
    rw [hc, mul_zero] at t
    exact tendsto_nhds_unique tendsto_const_nhds t
  have dz : ∀ n, d n = 0 := fun n =>
    (mul_eq_zero.1 ((iter n).symm.trans d0)).resolve_left (pow_pos hz0 n).ne'
  have h0 : (0 : ℝ) = u 2 - z * u 1 := d0.symm.trans (hd 0)
  have h1 : u 1 = v * u 0 * z := by
    linear_combination z * h.site1 - u 1 * hEz - z * h0
  induction n with
  | zero => simpa using h1
  | succ k ih =>
    have hk : (0 : ℝ) = u (k + 2) - z * u (k + 1) := (dz k).symm.trans (hd k)
    show u (k + 2) = v * u 0 * z ^ (k + 2)
    linear_combination z * ih - hk

/-- If `E = z + 1/z` with `0 < z < 1` and `E - e = v² z`, then `edgeState v z` is a bound state
of energy `E`. -/
theorem edgeState_isBoundState {e v E z : ℝ} (hz0 : 0 < z) (hz1 : z < 1)
    (hE : E = z + z⁻¹) (hs : E - e = v ^ 2 * z) : IsBoundState e v E (edgeState v z) := by
  have hi : z * z⁻¹ = 1 := mul_inv_cancel₀ hz0.ne'
  have hEz : E * z = z ^ 2 + 1 := by rw [hE]; linear_combination hi
  refine ⟨?_, ?_, ?_, ?_, ?_⟩
  · intro h
    have h1 : (1 : ℝ) = 0 := congrFun h 0
    exact one_ne_zero h1
  · apply (summable_nat_add_iff 1).1
    show Summable fun n : ℕ => (v * z ^ (n + 1)) ^ 2
    have hg : (fun n : ℕ => (v * z ^ (n + 1)) ^ 2) = fun n => v ^ 2 * z ^ 2 * (z ^ 2) ^ n := by
      funext n; ring
    rw [hg]
    exact (summable_geometric_of_lt_one (sq_nonneg z) (by nlinarith)).mul_left _
  · show E * 1 = e * 1 + v * (v * z ^ 1)
    linear_combination hs
  · show E * (v * z ^ 1) = v * 1 + v * z ^ 2
    linear_combination v * hEz
  · intro n
    show E * (v * z ^ (n + 2)) = v * z ^ (n + 1) + v * z ^ (n + 3)
    linear_combination v * z ^ (n + 1) * hEz

/-- A bound state of energy `E = z + 1/z`, with `0 < z < 1`, satisfies the secular equation
`E - e = v² z`. -/
theorem IsBoundState.secular {e v E z : ℝ} {u : ℕ → ℝ} (h : IsBoundState e v E u)
    (hz0 : 0 < z) (hz1 : z < 1) (hE : E = z + z⁻¹) : E - e = v ^ 2 * z := by
  have p := h.profile hz0 hz1 hE
  have hu0 : u 0 ≠ 0 := by
    intro h0
    apply h.nonzero
    funext n
    cases n with
    | zero => exact h0
    | succ k => rw [p k, h0]; simp
  have p1 : u 1 = v * u 0 * z ^ 1 := p 0
  apply mul_right_cancel₀ hu0
  linear_combination h.site0 + v * p1

/-- The chain has a bound state above the band, `E > 2`, if and only if `e + v² > 2`. -/
theorem exists_above_band_iff (e v : ℝ) :
    (∃ E u, 2 < E ∧ IsBoundState e v E u) ↔ 2 < e + v ^ 2 := by
  constructor
  · rintro ⟨E, u, hE, h⟩
    obtain ⟨z, hz0, hz1, hz⟩ := exists_decay_factor hE
    have hs := h.secular hz0 hz1 hz
    nlinarith [mul_nonneg (sq_nonneg v) (sub_nonneg.2 hz1.le)]
  · intro hev
    -- the secular polynomial changes sign between `z = 0` and `z = 1`
    have hc : ContinuousOn (fun z : ℝ => 1 - e * z + (1 - v ^ 2) * z ^ 2) (Set.Icc 0 1) := by
      fun_prop
    have hm : (0 : ℝ) ∈ Set.Icc (1 - e * 1 + (1 - v ^ 2) * 1 ^ 2)
        (1 - e * 0 + (1 - v ^ 2) * 0 ^ 2) := ⟨by linarith, by norm_num⟩
    obtain ⟨z, ⟨h0, h1⟩, hz⟩ := intermediate_value_Icc' zero_le_one hc hm
    have hz' : 1 - e * z + (1 - v ^ 2) * z ^ 2 = 0 := hz
    have hz0 : 0 < z := lt_of_le_of_ne h0 (by
      intro hh
      rw [← hh] at hz'
      norm_num at hz')
    have hz1 : z < 1 := lt_of_le_of_ne h1 (by
      intro hh
      rw [hh] at hz'
      linarith)
    have hi : z * z⁻¹ = 1 := mul_inv_cancel₀ hz0.ne'
    have hgap : z + z⁻¹ - 2 = (1 - z) ^ 2 * z⁻¹ := by linear_combination (2 - z) * hi
    have hpos : 0 < (1 - z) ^ 2 * z⁻¹ := mul_pos (pow_pos (sub_pos.2 hz1) 2) (inv_pos.2 hz0)
    refine ⟨z + z⁻¹, edgeState v z, by linarith, edgeState_isBoundState hz0 hz1 rfl ?_⟩
    linear_combination z⁻¹ * hz' + (e - (1 - v ^ 2) * z) * hi

/-- Any two bound states above the band have the same energy. -/
theorem energy_above_band_unique {e v E E' : ℝ} {u u' : ℕ → ℝ} (hE : 2 < E) (hE' : 2 < E')
    (h : IsBoundState e v E u) (h' : IsBoundState e v E' u') : E = E' := by
  obtain ⟨z, hz0, hz1, hz⟩ := exists_decay_factor hE
  obtain ⟨w, hw0, hw1, hw⟩ := exists_decay_factor hE'
  have hs := h.secular hz0 hz1 hz
  have hs' := h'.secular hw0 hw1 hw
  have hEz : E * z = z ^ 2 + 1 := by
    rw [hz]; linear_combination mul_inv_cancel₀ hz0.ne'
  have hEw : E' * w = w ^ 2 + 1 := by
    rw [hw]; linear_combination mul_inv_cancel₀ hw0.ne'
  have hprod : (z - w) * (z * w - 1 - v ^ 2 * (z * w)) = 0 := by
    linear_combination z * w * (hs - hs') - w * hEz + z * hEw
  have hneg : z * w - 1 - v ^ 2 * (z * w) < 0 := by
    have h1 : z * w < 1 := by nlinarith
    have h2 : 0 ≤ v ^ 2 * (z * w) := by positivity
    linarith
  have hzw : z = w := sub_eq_zero.1 ((mul_eq_zero.1 hprod).resolve_right hneg.ne)
  rw [hz, hw, hzw]

/-- Alternating the signs of the amplitudes turns a bound state for `e` at energy `E` into one
for `-e` at energy `-E`. -/
theorem IsBoundState.stagger {e v E : ℝ} {u : ℕ → ℝ} (h : IsBoundState e v E u) :
    IsBoundState (-e) v (-E) (fun n => (-1) ^ n * u n) := by
  refine ⟨?_, ?_, ?_, ?_, ?_⟩
  · intro h0
    apply h.nonzero
    funext n
    have hn : (-1 : ℝ) ^ n * u n = 0 := congrFun h0 n
    exact (mul_eq_zero.1 hn).resolve_left (pow_ne_zero n (by norm_num))
  · have hg : (fun n => ((-1 : ℝ) ^ n * u n) ^ 2) = fun n => u n ^ 2 := by
      funext n
      rw [mul_pow, ← pow_mul, mul_comm n 2, pow_mul]
      simp
    rw [hg]
    exact h.summable
  · linear_combination -h.site0
  · linear_combination h.site1
  · intro n
    linear_combination -(-1 : ℝ) ^ n * h.bulk n

/-- The chain has a bound state below the band, `E < -2`, if and only if `v² - e > 2`. -/
theorem exists_below_band_iff (e v : ℝ) :
    (∃ E u, E < -2 ∧ IsBoundState e v E u) ↔ 2 < v ^ 2 - e := by
  have key := exists_above_band_iff (-e) v
  constructor
  · rintro ⟨E, u, hE, h⟩
    have := key.1 ⟨-E, _, by linarith, h.stagger⟩
    linarith
  · intro hev
    obtain ⟨E, u, hE, h⟩ := key.2 (by linarith)
    have h' := h.stagger
    rw [neg_neg] at h'
    exact ⟨-E, _, by linarith, h'⟩

/-- Bound states exist both above and below the band if and only if `|e| < v² - 2`. -/
theorem exists_both_sides_iff (e v : ℝ) :
    ((∃ E u, 2 < E ∧ IsBoundState e v E u) ∧ (∃ E u, E < -2 ∧ IsBoundState e v E u)) ↔
      |e| < v ^ 2 - 2 := by
  rw [exists_above_band_iff, exists_below_band_iff, abs_lt]
  constructor
  · rintro ⟨h1, h2⟩
    constructor <;> linarith
  · rintro ⟨h1, h2⟩
    constructor <;> linarith

end ChainEndImpurity
```

```lean
#print axioms ChainEndImpurity.edgeState_isBoundState
-- 'ChainEndImpurity.edgeState_isBoundState' depends on axioms: [propext, Classical.choice, Quot.sound]
#print axioms ChainEndImpurity.energy_above_band_unique
-- 'ChainEndImpurity.energy_above_band_unique' depends on axioms: [propext, Classical.choice, Quot.sound]
#print axioms ChainEndImpurity.exists_both_sides_iff
-- 'ChainEndImpurity.exists_both_sides_iff' depends on axioms: [propext, Classical.choice, Quot.sound]
```

### How the proof follows the calculation

- `exists_decay_factor` constructs z from E.
- `IsBoundState.profile` carries out the decay argument: `step` and `iter` are the recursion for d_n, `td` is its limit, and `d0` the conclusion d_0 = 0. An induction then gives the amplitudes.
- `IsBoundState.secular` shows u_0 ≠ 0 and cancels it; `edgeState_isBoundState` checks the converse site by site.
- `exists_above_band_iff` gets the inequality from `nlinarith` and the root of p from `intermediate_value_Icc'`, then excludes the endpoints 0 and 1.
- `energy_above_band_unique` uses the factorisation in z − w.
- `IsBoundState.stagger` is the sign alternation, from which `exists_below_band_iff` follows; `exists_both_sides_iff` combines the two criteria.

Throughout, `linear_combination` verifies the algebra by naming the multiple of each equation to be added.
